# Bohr–Sommerfeld quantisation of the harmonic oscillator gives $E = \hbar\omega(n + \tfrac12)$

A semiclassical estimate of vibrational levels in a one-dimensional well integrates the classical momentum between the turning points, sets the result equal to $(n+\tfrac12)\pi\hbar$, and solves for $E$. The harmonic well is a natural test for such a routine, since for a purely quadratic potential the action is $\pi E/\omega$ and the roots $E=\hbar\omega(n+\tfrac12)$ are, in units $m=\omega=\hbar=1$, the energies of the polynomial-times-Gaussian eigenfunctions. The Bohr–Sommerfeld rule as usually stated is an approximation for general wells, obtained from WKB matching; here the rule is taken as a definition and examined for the oscillator alone.

```lean
import Mathlib

open Real Polynomial

namespace OscillatorBohrSommerfeld

noncomputable section
```

## The classical model

The potential is $V(x)=\tfrac12 m\omega^2x^2$, with real mass, frequency and position.

```lean
/-- Harmonic potential `m ω² x² / 2`. -/
def potential (m ω x : ℝ) : ℝ := m * ω ^ 2 * x ^ 2 / 2
```

From $E=p^2/2m+V$, the momentum on the right-moving branch is $p(x)=\sqrt{2m(E-V(x))}$.

```lean
/-- Classical momentum `√(2 m (E - V(x)))` at energy `E`. -/
def momentum (m ω E x : ℝ) : ℝ := √(2 * m * (E - potential m ω x))
```

It vanishes where $V=E$, at $x=\pm a$ with $a=\sqrt{2E/(m\omega^2)}$.

```lean
/-- The right classical turning point `√(2E / (m ω²))`. -/
def turningPoint (m ω E : ℝ) : ℝ := √(2 * E / (m * ω ^ 2))
```

The action is $S(E)=\int_{-a}^{a}p\,dx$, half of the closed-orbit integral $\oint p\,dx$.

```lean
/-- The action: the momentum integrated from the left to the right turning point. -/
def action (m ω E : ℝ) : ℝ :=
  ∫ x in (-turningPoint m ω E)..(turningPoint m ω E), momentum m ω E x
```

With this convention the familiar $\oint p\,dx=2\pi\hbar(n+\tfrac12)$ reads $S=(n+\tfrac12)\pi\hbar$, with $n=0,1,2,\dots$; the $\tfrac12$ is put in by definition.

```lean
/-- The Bohr-Sommerfeld condition with quantum number `n`: action `= (n + 1/2) π ħ`. -/
def BohrSommerfeld (m ω hbar E : ℝ) (n : ℕ) : Prop :=
  action m ω E = ((n : ℝ) + 1 / 2) * π * hbar
```

## The quantum model

For $m=\omega=\hbar=1$, $H\psi=-\tfrac12\psi''+\tfrac12x^2\psi$. It acts pointwise on real functions of a real variable; no Hilbert space or operator domain is set up.

```lean
/-- Hamiltonian `-ψ''/2 + x² ψ/2` of the unit oscillator. -/
def hamiltonian (ψ : ℝ → ℝ) (x : ℝ) : ℝ :=
  -(1 / 2) * deriv (deriv ψ) x + potential 1 1 x * ψ x
```

From here on $p$ denotes a real polynomial, and the trial states are $\psi=p\,g$ with $g(x)=e^{-x^2/2}$.

```lean
/-- The wave function `p(x) exp(-x²/2)` built on a polynomial `p`. -/
def wave (p : ℝ[X]) (x : ℝ) : ℝ := p.eval x * Real.exp (-(x ^ 2) / 2)
```

An energy counts as an eigenvalue when such a $\psi$ with $p\neq0$ satisfies $H\psi=E\psi$ at every $x$. Without $p\ne0$, the function $\psi=0$ would qualify every $E$. Without a restriction on growth the set changes as well: $e^{+x^2/2}$ has $\psi''=(1+x^2)\psi$ and solves the equation with $E=-\tfrac12$.

```lean
/-- `E` is an eigenvalue of the unit oscillator with an eigenfunction
`p(x) exp(-x²/2)`, where `p` is a nonzero polynomial. -/
def IsPolyGaussEigenvalue (E : ℝ) : Prop :=
  ∃ p : ℝ[X], p ≠ 0 ∧ ∀ x, hamiltonian (wave p) x = E * wave p x
```

Three maps act on the prefactor. The first, $Dp=p'-xp$, represents $d/dx$.

```lean
/-- The map `p ↦ p' - x p` on polynomial prefactors. -/
def gaussDeriv (p : ℝ[X]) : ℝ[X] := derivative p - X * p
```

The second, $Lp=-p''+2xp'+p$, represents $2H$.

```lean
/-- The reduced operator `p ↦ -p'' + 2 x p' + p` on polynomial prefactors. -/
def reduced (p : ℝ[X]) : ℝ[X] :=
  -derivative (derivative p) + 2 * (X * derivative p) + p
```

The third, $Rp=2xp-p'$, is the raising map.

```lean
/-- The raising map `p ↦ 2 x p - p'` on polynomial prefactors. -/
def raise (p : ℝ[X]) : ℝ[X] := 2 * (X * p) - derivative p
```

Iterating it from $H_0=1$ gives $H_{n+1}=RH_n$, so $H_1=2x$ and $H_2=4x^2-2$.

```lean
/-- Hermite polynomials in the physicists' normalisation: `H₀ = 1`, `Hₙ₊₁ = 2 x Hₙ - Hₙ'`. -/
def hermitePoly : ℕ → ℝ[X]
  | 0 => 1
  | n + 1 => raise (hermitePoly n)
```

## The action integral

For $m,\omega>0$ and $E\ge0$, $V(x)\le E$ is equivalent to $x^2\le 2E/(m\omega^2)$, hence to $|x|\le a$. The proof writes $|x|=\sqrt{x^2}$, compares radicands with `Real.sqrt_le_sqrt_iff`, and clears the denominator. This identifies the integration range with the classically allowed region; later proofs do not use it.

```lean
/-- The classically allowed region `V(x) ≤ E` is the interval between the turning points. -/
theorem allowed_iff {m ω E : ℝ} (hm : 0 < m) (hω : 0 < ω) (hE : 0 ≤ E) (x : ℝ) :
    potential m ω x ≤ E ↔ |x| ≤ turningPoint m ω E := by
  have h1 : 0 < m * ω ^ 2 := by positivity
  have h2 : 0 ≤ 2 * E / (m * ω ^ 2) := by positivity
  unfold potential turningPoint
  rw [← Real.sqrt_sq_eq_abs x, Real.sqrt_le_sqrt_iff h2, le_div_iff₀ h1]
  constructor <;> intro h <;> linarith
```

For a radius $R>0$ (in this section $R$ is a number, not the raising map), $\sqrt{R^2-x^2}=R\sqrt{1-(x/R)^2}$, and the substitution $u=x/R$ gives
$$\int_{-R}^{R}\sqrt{R^2-x^2}\,dx=R^2\int_{-1}^{1}\sqrt{1-u^2}\,du=\frac{\pi R^2}{2}.$$
By hand, $u=\sin\theta$ turns the last integral into $\int_{-\pi/2}^{\pi/2}\cos^2\theta\,d\theta=\pi/2$. In Lean `h1` is the factorisation, `h2` the substitution, and the value $\pi/2$ comes from Mathlib's `integral_sqrt_one_sub_sq`.

```lean
/-- The integral of `√(R² - x²)` over `[-R, R]` is `π R² / 2`. -/
theorem semicircle {R : ℝ} (hR : 0 < R) :
    (∫ x in (-R)..R, √(R ^ 2 - x ^ 2)) = π * R ^ 2 / 2 := by
  have hne : R ≠ 0 := hR.ne'
  have h1 : ∀ x : ℝ, √(R ^ 2 - x ^ 2) = R * √(1 - (x / R) ^ 2) := by
    intro x
    have e : R ^ 2 - x ^ 2 = R ^ 2 * (1 - (x / R) ^ 2) := by
      field_simp
    rw [e, Real.sqrt_mul (sq_nonneg R), Real.sqrt_sq hR.le]
  -- substitution u = x / R reduces to the unit semicircle
  have h2 : (∫ x in (-R)..R, √(1 - (x / R) ^ 2))
      = R • ∫ u in ((-R) / R)..(R / R), √(1 - u ^ 2) :=
    intervalIntegral.integral_comp_div (f := fun u : ℝ => √(1 - u ^ 2)) hne
  rw [neg_div, div_self hne, integral_sqrt_one_sub_sq, smul_eq_mul] at h2
  simp_rw [h1]
  rw [intervalIntegral.integral_const_mul, h2]
  ring
```

Let $m,\omega,E>0$. Since $2mE=m^2\omega^2a^2$, the radicand is $2m(E-V)=(m\omega)^2(a^2-x^2)$, so the momentum is $m\omega\sqrt{a^2-x^2}$ (`hp`) and
$$S(E)=m\omega\,\frac{\pi a^2}{2}=m\omega\,\frac{\pi}{2}\,\frac{2E}{m\omega^2}=\frac{\pi E}{\omega}.$$
For $E<0$ there is no allowed region; Lean's square root of a negative number is $0$, so the action is $0$ while $\pi E/\omega<0$, and the formula fails.

```lean
/-- The action of the harmonic oscillator at energy `E > 0` is `π E / ω`. -/
theorem action_eq {m ω E : ℝ} (hm : 0 < m) (hω : 0 < ω) (hE : 0 < E) :
    action m ω E = π * E / ω := by
  have hm' : m ≠ 0 := hm.ne'
  have hω' : ω ≠ 0 := hω.ne'
  have hq : 0 < 2 * E / (m * ω ^ 2) := by positivity
  have ha : 0 < turningPoint m ω E := by
    unfold turningPoint
    exact Real.sqrt_pos.2 hq
  have ha2 : turningPoint m ω E ^ 2 = 2 * E / (m * ω ^ 2) := by
    unfold turningPoint
    exact Real.sq_sqrt hq.le
  -- the momentum is m ω times a semicircle over the allowed interval
  have hp : ∀ x, momentum m ω E x = (m * ω) * √(turningPoint m ω E ^ 2 - x ^ 2) := by
    intro x
    have e : 2 * m * (E - potential m ω x)
        = (m * ω) ^ 2 * (turningPoint m ω E ^ 2 - x ^ 2) := by
      rw [ha2]
      unfold potential
      field_simp
    unfold momentum
    rw [e, Real.sqrt_mul (sq_nonneg (m * ω)), Real.sqrt_sq (mul_pos hm hω).le]
  unfold action
  simp_rw [hp]
  rw [intervalIntegral.integral_const_mul, semicircle ha, ha2]
  field_simp
```

The unit case is stated with the integrand written out: $\int_{-\sqrt{2E}}^{\sqrt{2E}}\sqrt{2E-x^2}\,dx=\pi E$ for $E>0$. It follows from `semicircle` with $R^2=2E$.

```lean
/-- For `E > 0` the integral of `√(2E - x²)` over `[-√(2E), √(2E)]` equals `π E`. -/
theorem unit_action {E : ℝ} (hE : 0 < E) :
    (∫ x in (-√(2 * E))..(√(2 * E)), √(2 * E - x ^ 2)) = π * E := by
  have h2 : 0 < 2 * E := by positivity
  have h := semicircle (Real.sqrt_pos.2 h2)
  rw [Real.sq_sqrt h2.le] at h
  rw [h]
  ring
```

The condition now reads $\pi E/\omega=(n+\tfrac12)\pi\hbar$. Multiplying by $\omega$ and cancelling $\pi$ gives $E=\hbar\omega(n+\tfrac12)$, and the steps reverse. The theorem takes $m,\omega,E>0$ and lets `hbar` be any real number.

```lean
/-- At energy `E > 0` the Bohr-Sommerfeld condition with quantum number `n` holds
iff `E = ħ ω (n + 1/2)`. -/
theorem bohrSommerfeld_iff {m ω E : ℝ} (hm : 0 < m) (hω : 0 < ω) (hE : 0 < E)
    (hbar : ℝ) (n : ℕ) :
    BohrSommerfeld m ω hbar E n ↔ E = hbar * ω * ((n : ℝ) + 1 / 2) := by
  unfold BohrSommerfeld
  rw [action_eq hm hω hE, div_eq_iff hω.ne']
  constructor
  · intro h
    apply mul_left_cancel₀ Real.pi_ne_zero
    linear_combination h
  · intro h
    linear_combination π * h
```

## The eigenvalues

Because $g'=-xg$, the product rule gives $(pg)'=(p'-xp)\,g=(Dp)\,g$. Here `h2` differentiates the exponent and `h3` applies the chain and product rules.

```lean
/-- The derivative of `p(x) exp(-x²/2)` is `(p'(x) - x p(x)) exp(-x²/2)`. -/
theorem hasDerivAt_wave (p : ℝ[X]) (x : ℝ) :
    HasDerivAt (wave p) (wave (gaussDeriv p) x) x := by
  have h1 := p.hasDerivAt x
  have h2 : HasDerivAt (fun y : ℝ => -(y ^ 2) / 2) (-x) x := by
    have h : HasDerivAt (fun y : ℝ => -(y * y) / 2) (-(1 * x + x * 1) / 2) x :=
      ((hasDerivAt_id' x).fun_mul (hasDerivAt_id' x)).fun_neg.div_const 2
    have e : (fun y : ℝ => -(y ^ 2) / 2) = fun y : ℝ => -(y * y) / 2 := by
      funext y
      ring
    rw [e]
    exact h.congr_deriv (by ring)
  have h3 : HasDerivAt (fun y : ℝ => p.eval y * Real.exp (-(y ^ 2) / 2))
      ((derivative p).eval x * Real.exp (-(x ^ 2) / 2)
        + p.eval x * (Real.exp (-(x ^ 2) / 2) * (-x))) x :=
    h1.fun_mul h2.exp
  refine h3.congr_deriv ?_
  simp only [wave, gaussDeriv, eval_sub, eval_mul, eval_X]
  ring
```

Differentiating twice, $\psi''=(D^2p)\,g$ with
$$D^2p=(p'-xp)'-x(p'-xp)=p''-2xp'-p+x^2p .$$
Therefore $x^2p-D^2p=Lp$ (`key`) and $H(pg)=\tfrac12(x^2p-D^2p)\,g=\tfrac12(Lp)\,g$ (`hH`). As $g$ never vanishes, $H\psi=E\psi$ everywhere means $Lp$ and $2Ep$ agree at every real point, and `Polynomial.funext` makes them equal as polynomials. `C (2 * E)` is the constant polynomial $2E$.

```lean
/-- The function `p(x) exp(-x²/2)` solves `H ψ = E ψ` iff `-p'' + 2 x p' + p = 2 E p`. -/
theorem eigen_iff (p : ℝ[X]) (E : ℝ) :
    (∀ x, hamiltonian (wave p) x = E * wave p x) ↔ reduced p = C (2 * E) * p := by
  have hd : ∀ q : ℝ[X], deriv (wave q) = wave (gaussDeriv q) := by
    intro q
    funext x
    exact (hasDerivAt_wave q x).deriv
  have key : reduced p = X ^ 2 * p - gaussDeriv (gaussDeriv p) := by
    simp only [reduced, gaussDeriv, map_sub, derivative_mul, derivative_X]
    ring
  -- H acts on the prefactor as half the reduced operator
  have hH : ∀ x, hamiltonian (wave p) x = 1 / 2 * wave (reduced p) x := by
    intro x
    unfold hamiltonian
    rw [hd, hd, key]
    simp only [wave, potential, eval_sub, eval_mul, eval_pow, eval_X]
    ring
  constructor
  · intro h
    apply Polynomial.funext
    intro x
    have hx := h x
    rw [hH] at hx
    simp only [wave] at hx
    have g := (Real.exp_pos (-(x ^ 2) / 2)).ne'
    rw [eval_mul, eval_C]
    apply mul_right_cancel₀ g
    linear_combination 2 * hx
  · intro h x
    rw [hH, h]
    simp only [wave, eval_mul, eval_C]
    ring
```

Let $p\neq0$ have degree $d$ and coefficients $b_k$, and suppose $Lp=cp$. The coefficient of $x^d$ in $p''$ is $(d+2)(d+1)b_{d+2}=0$ (`hdd`), and in $xp'$ it is $d\,b_d$ (`hX`). Comparing the $x^d$ terms gives $(2d+1)b_d=c\,b_d$, and $b_d\ne0$ (`hl`) forces $c=2d+1$.

```lean
/-- If a nonzero polynomial satisfies `-p'' + 2 x p' + p = c p`, then `c = 2 deg p + 1`. -/
theorem level_of_reduced {p : ℝ[X]} {c : ℝ} (hp : p ≠ 0) (h : reduced p = C c * p) :
    c = 2 * (p.natDegree : ℝ) + 1 := by
  have hX : ∀ n : ℕ, (X * derivative p).coeff n = (n : ℝ) * p.coeff n := by
    intro n
    cases n with
    | zero => simp
    | succ k =>
      rw [coeff_X_mul, coeff_derivative]
      push_cast
      ring
  have hz : p.coeff (p.natDegree + 1 + 1) = 0 :=
    coeff_eq_zero_of_natDegree_lt (by omega)
  have hdd : (derivative (derivative p)).coeff p.natDegree = 0 := by
    rw [coeff_derivative, coeff_derivative, hz]
    ring
  have hl : p.coeff p.natDegree ≠ 0 := mt leadingCoeff_eq_zero.mp hp
  -- compare leading coefficients
  have h' := congrArg (fun q : ℝ[X] => q.coeff p.natDegree) h
  simp only [reduced, two_mul, coeff_add, coeff_neg, coeff_C_mul, hX, hdd] at h'
  apply mul_right_cancel₀ hl
  linear_combination (-1) * h'
```

For existence, take $q=Rp$, so that $q'=2p+2xp'-p''$ and $q''=4p'+2xp''-p'''$. With $(Lp)'=-p'''+2xp''+3p'$,
$$LRp=p'''-4xp''+(4x^2-5)p'+6xp,\qquad RLp=p'''-4xp''+(4x^2-3)p'+2xp .$$
The difference is $4xp-2p'=2Rp$, so $LR=RL+2R$. Lean expands the derivatives with `simp only` and collects terms with `ring`.

```lean
/-- Ladder relation `L R = R L + 2 R` between the reduced operator and the raising map. -/
theorem reduced_raise (p : ℝ[X]) :
    reduced (raise p) = raise (reduced p) + 2 * raise p := by
  simp only [reduced, raise, two_mul, map_add, map_sub, map_neg, derivative_mul,
    derivative_X, one_mul]
  ring
```

Induction gives $H_n\neq0$ and $LH_n=(2n+1)H_n$. At $n=0$, $L1=1$. If the claim holds for $H_k$, then
$$LH_{k+1}=R\,LH_k+2RH_k=(2k+1)H_{k+1}+2H_{k+1}=(2k+3)H_{k+1},$$
using that $R$ commutes with constants (`hr`). The coefficient of $x^{d+1}$ in $Rp$ is $2b_d\neq0$, because $p'$ has no such term, so $R$ keeps a polynomial nonzero (`hne`).

```lean
/-- The Hermite polynomial `Hₙ` is nonzero and satisfies `-p'' + 2 x p' + p = (2n + 1) p`. -/
theorem hermitePoly_eigen (n : ℕ) :
    hermitePoly n ≠ 0 ∧ reduced (hermitePoly n) = C (2 * (n : ℝ) + 1) * hermitePoly n := by
  -- raising doubles the leading coefficient
  have hne : ∀ p : ℝ[X], p ≠ 0 → raise p ≠ 0 := by
    intro p hp h
    have hz : p.coeff (p.natDegree + 1 + 1) = 0 :=
      coeff_eq_zero_of_natDegree_lt (by omega)
    have hd : (derivative p).coeff (p.natDegree + 1) = 0 := by
      rw [coeff_derivative, hz]
      ring
    have hl : p.coeff p.natDegree ≠ 0 := mt leadingCoeff_eq_zero.mp hp
    have h' := congrArg (fun q : ℝ[X] => q.coeff (p.natDegree + 1)) h
    simp only [raise, two_mul, coeff_sub, coeff_add, coeff_X_mul, hd,
      Polynomial.coeff_zero] at h'
    apply hl
    linear_combination (1 / 2) * h'
  have hr : ∀ (c : ℝ) (q : ℝ[X]), raise (C c * q) = C c * raise q := by
    intro c q
    simp only [raise, derivative_mul, derivative_C]
    ring
  have hC : ∀ c : ℝ, (C (c + 1 + 1) : ℝ[X]) = C c + 2 := by
    intro c
    rw [C_add, C_add, C_1]
    ring
  induction n with
  | zero =>
    have h0 : hermitePoly 0 = 1 := rfl
    rw [h0]
    refine ⟨one_ne_zero, ?_⟩
    simp [reduced]
  | succ k ih =>
    have hs : hermitePoly (k + 1) = raise (hermitePoly k) := rfl
    have e : 2 * ((k + 1 : ℕ) : ℝ) + 1 = 2 * (k : ℝ) + 1 + 1 + 1 := by
      push_cast
      ring
    rw [hs]
    refine ⟨hne _ ih.1, ?_⟩
    rw [reduced_raise, ih.2, hr, e, hC (2 * (k : ℝ) + 1)]
    ring
```

The two directions combine. An eigenfunction gives $Lp=2Ep$, hence $2E=2d+1$ and $E=d+\tfrac12$ with $d$ equal to `p.natDegree`. Conversely, $H_n\,g$ realises $E=n+\tfrac12$. This holds for every real $E$, with no sign assumption.

```lean
/-- The unit oscillator has an eigenfunction `p(x) exp(-x²/2)` with nonzero polynomial `p`
and eigenvalue `E` iff `E = n + 1/2` for some natural number `n`. -/
theorem eigenvalue_iff (E : ℝ) :
    IsPolyGaussEigenvalue E ↔ ∃ n : ℕ, E = (n : ℝ) + 1 / 2 := by
  unfold IsPolyGaussEigenvalue
  constructor
  · rintro ⟨p, hp, h⟩
    have hl := level_of_reduced hp ((eigen_iff p E).1 h)
    exact ⟨p.natDegree, by linarith⟩
  · rintro ⟨n, rfl⟩
    refine ⟨hermitePoly n, (hermitePoly_eigen n).1, (eigen_iff _ _).2 ?_⟩
    have e : 2 * ((n : ℝ) + 1 / 2) = 2 * (n : ℝ) + 1 := by ring
    rw [e]
    exact (hermitePoly_eigen n).2
```

## Semiclassical and quantum levels agree

The final theorem fixes $m=\omega=\hbar=1$ and $E>0$ and has two parts. For each natural number $n$, `BohrSommerfeld 1 1 1 E n` holds if and only if $E=n+\tfrac12$; this is `bohrSommerfeld_iff` at unit parameters (`hb`). And the condition holds for some $n$ if and only if `IsPolyGaussEigenvalue E`; after rewriting with `eigenvalue_iff`, both sides are existence statements over $n$, matched term by term by `exists_congr hb`.

In the theorem's name, `bohrSommerfeld_exact`, the word exact means agreement with the eigenvalues that belong to this class of eigenfunctions. Left unproved here are that the functions $H_n\,g$ are square-integrable and complete in $L^2(\mathbb R)$, that a self-adjoint realisation of $H$ has no other spectrum, that $H_n\,g$ has $n$ nodes, and the quantum side for general $m,\omega,\hbar$. Nothing is asserted about anharmonic wells.

```lean
/-- For the unit oscillator at `E > 0`, the Bohr-Sommerfeld condition with quantum number `n`
holds iff `E = n + 1/2`, and it holds for some `n` iff `E` is an eigenvalue of the Hamiltonian
with a polynomial-times-Gaussian eigenfunction. -/
theorem bohrSommerfeld_exact {E : ℝ} (hE : 0 < E) :
    (∀ n : ℕ, BohrSommerfeld 1 1 1 E n ↔ E = (n : ℝ) + 1 / 2) ∧
      ((∃ n : ℕ, BohrSommerfeld 1 1 1 E n) ↔ IsPolyGaussEigenvalue E) := by
  have hb : ∀ n : ℕ, BohrSommerfeld 1 1 1 E n ↔ E = (n : ℝ) + 1 / 2 := by
    intro n
    rw [bohrSommerfeld_iff one_pos one_pos hE 1 n]
    constructor <;> intro h <;> linarith
  refine ⟨hb, ?_⟩
  rw [eigenvalue_iff]
  exact exists_congr hb

end

end OscillatorBohrSommerfeld
```

```lean
#print axioms OscillatorBohrSommerfeld.allowed_iff
#print axioms OscillatorBohrSommerfeld.unit_action
#print axioms OscillatorBohrSommerfeld.bohrSommerfeld_exact
```

```
'OscillatorBohrSommerfeld.allowed_iff' depends on axioms: [propext, Classical.choice, Quot.sound]
'OscillatorBohrSommerfeld.unit_action' depends on axioms: [propext, Classical.choice, Quot.sound]
'OscillatorBohrSommerfeld.bohrSommerfeld_exact' depends on axioms: [propext, Classical.choice, Quot.sound]
```
